# Coherent states resolve the identity on finite superpositions of number states

## How can overlapping states add up to the identity?

Let $|n\rangle$, $n=0,1,2,\dots$, be the orthonormal number states of one bosonic mode, and for complex $z=x+iy$ let $|z\rangle$ be the normalised coherent state with amplitudes

$$\langle n|z\rangle = e^{-|z|^2/2}\,\frac{z^n}{\sqrt{n!}} .$$

I write $d^2z=dx\,dy$ for the area element of the plane. The relation I keep meeting is

$$\frac1\pi\int |z\rangle\langle z|\,d^2z = 1 .$$

It bothers me because no two coherent states are orthogonal: $|\langle z|w\rangle|^2=e^{-|z-w|^2}$ is never zero. Moreover, for every $z\neq0$ the projector $|z\rangle\langle z|$ has nonzero elements between all pairs of number states. Where do the off-diagonal elements go, and why does the same factor $1/\pi$ work for every $n$?

## Phases cancel the off-diagonal part, factorials fix the diagonal

The off-diagonal elements are present at each point $z\neq0$, but they carry a phase that averages to zero around the origin. On the diagonal, the radial integral produces exactly the $n!$ that the amplitudes divide out. Both facts are contained in the moments

$$I_{mn}=\int \bar z^{\,m} z^n e^{-|z|^2}\,d^2z .$$

**Convergence.** The integrand has absolute value $|z|^{m+n}e^{-|z|^2}$. For any natural number $k$, polar coordinates and $t=r^2$ give

$$\int |z|^k e^{-|z|^2}d^2z = 2\pi\int_0^\infty r^{k+1}e^{-r^2}dr = \pi\int_0^\infty t^{k/2}e^{-t}dt = \pi\,\Gamma\!\left(\tfrac k2+1\right),$$

which is finite, so every $I_{mn}$ converges absolutely.

**Off the diagonal.** Replace $z$ by $e^{i\theta}z$. Areas and $|z|$ are unchanged, while the integrand gains the factor $e^{i(n-m)\theta}$, so $I_{mn}=e^{i(n-m)\theta}I_{mn}$. For $m\neq n$ choose $\theta=\pi/(n-m)$. Then $I_{mn}=-I_{mn}$, and hence $I_{mn}=0$.

**On the diagonal.** The integrand is $|z|^{2n}e^{-|z|^2}$, and the radial formula with $k=2n$ gives $I_{nn}=\pi\,\Gamma(n+1)=\pi\,n!$.

**Matrix elements.** Since

$$\langle m|z\rangle\langle z|n\rangle=\frac{\bar z^{\,n}z^m e^{-|z|^2}}{\sqrt{m!\,n!}},$$

a weight $|z|^{2k}=\bar z^{\,k}z^k$ only raises both powers by $k$. Therefore

$$\frac1\pi\int|z|^{2k}\langle m|z\rangle\langle z|n\rangle\,d^2z=\frac{I_{n+k,\,m+k}}{\pi\sqrt{m!\,n!}}=\delta_{mn}\frac{(n+k)!}{n!} .$$

At $k=0$ this is $\delta_{mn}$, with the same prefactor for every $n$.

**Superpositions.** Let $|\varphi\rangle=\sum_m\varphi_m|m\rangle$ and $|\psi\rangle=\sum_n\psi_n|n\rangle$ be finite sums. Then

$$\frac1\pi\int\langle\varphi|z\rangle\langle z|\psi\rangle\,d^2z=\sum_{m,n}\bar\varphi_m\psi_n\,\delta_{mn}=\sum_n\bar\varphi_n\psi_n=\langle\varphi|\psi\rangle .$$

Only finite sums are exchanged with the integral. Setting $\varphi=\psi$ shows that the Husimi distribution $|\langle z|\psi\rangle|^2/\pi$ integrates to $\langle\psi|\psi\rangle$, which is 1 for a normalised state. Since it is also nonnegative, being a squared modulus divided by $\pi$, it is a probability density on the plane for every normalised finite superposition of number states.

## Amplitudes, overlaps and moments in Lean

The coherent state enters through its amplitudes: `amplitude n z` is $\langle n|z\rangle$ as given above, taken as a definition and not derived from an eigenvalue equation. A finite superposition is a term of type `ℕ →₀ ℂ`, a function from number labels to complex coefficients with only finitely many nonzero values. It need not be normalised. `overlap z ψ` is $\langle z|\psi\rangle$, so the conjugate falls on the amplitude and not on the coefficient. The integrals over `ℂ` use the planar measure $dx\,dy$.

In `momentDensity m n` the first index belongs to $\bar z$ and the second to $z$. The element $\langle m|z\rangle\langle z|n\rangle$ therefore corresponds to `momentDensity n m`, with the indices exchanged.

The main statements read as follows.

- `integral_momentDensity`: for all natural $m,n$, the moment is $\pi\,n!$ if $m=n$ and zero otherwise.
- `weighted_resolution`: with weight $|z|^{2k}$, the matrix elements are $(n+k)!/n!$ on the diagonal and zero elsewhere. The diagonal entry is the mean of $|z|^{2k}$ in the Husimi distribution of $|n\rangle$.
- `resolution_number_basis`: the unweighted elements are those of the identity.
- `resolution_of_identity`: the same relation between any two finite superpositions, with $\langle\varphi|\psi\rangle$ written as a sum over the support of $\varphi$.
- `husimi_normalization`: the integral of $|\langle z|\psi\rangle|^2/\pi$ is $\sum_n|\psi_n|^2$.

The operator identity on the full Hilbert space of the mode needs one further step, a limit from finite to infinite superpositions. That step matters even for coherent states themselves, since $|w\rangle$ with $w\neq0$ has infinitely many nonzero number amplitudes.

```lean
import Mathlib

open MeasureTheory
open scoped ComplexConjugate

namespace CoherentStateResolution

noncomputable section

/-- The Gaussian-weighted monomial `conj(z)^m z^n exp(-|z|²)` on the complex plane. -/
def momentDensity (m n : ℕ) (z : ℂ) : ℂ :=
  conj z ^ m * z ^ n * (Real.exp (-‖z‖ ^ 2) : ℂ)

/-- The amplitude `⟨n|z⟩ = exp(-|z|²/2) z^n / √n!` of the coherent state `|z⟩` on the
number state `|n⟩`. -/
def amplitude (n : ℕ) (z : ℂ) : ℂ :=
  (Real.exp (-‖z‖ ^ 2 / 2) : ℂ) * z ^ n / (Real.sqrt (n.factorial : ℝ) : ℂ)

/-- The overlap `⟨z|ψ⟩` of a coherent state with a finite superposition `ψ` of number states. -/
def overlap (z : ℂ) (ψ : ℕ →₀ ℂ) : ℂ :=
  ∑ n ∈ ψ.support, conj (amplitude n z) * ψ n

/-- The integral of `|z|^k exp(-|z|²)` over the complex plane is `π Γ(k/2 + 1)`. -/
theorem radial_moment (k : ℕ) :
    ∫ z : ℂ, ‖z‖ ^ k * Real.exp (-‖z‖ ^ 2) = Real.pi * Real.Gamma ((k : ℝ) / 2 + 1) := by
  have hk : (0 : ℝ) ≤ k := k.cast_nonneg
  have h := Complex.integral_rpow_mul_exp_neg_rpow (p := 2) (q := (k : ℝ))
    (by norm_num) (by linarith)
  have e₁ : ((k : ℝ) + 2) / 2 = k / 2 + 1 := by ring
  have e₂ : 2 * Real.pi / 2 = Real.pi := by ring
  rw [e₁, e₂] at h
  rw [← h]
  refine integral_congr_ae (.of_forall fun z => ?_)
  simp only [Real.rpow_natCast, Real.rpow_two]

/-- Every Gaussian-weighted monomial is integrable over the complex plane. -/
theorem integrable_momentDensity (m n : ℕ) : Integrable (momentDensity m n) := by
  -- the radial majorant has a nonzero integral, hence is integrable
  have hr : Integrable (fun z : ℂ => ‖z‖ ^ (m + n) * Real.exp (-‖z‖ ^ 2)) := by
    by_contra h
    have h0 := radial_moment (m + n)
    rw [integral_undef h] at h0
    have hG : 0 < Real.Gamma (((m + n : ℕ) : ℝ) / 2 + 1) :=
      Real.Gamma_pos_of_pos (by positivity)
    exact (mul_pos Real.pi_pos hG).ne h0
  have he : Continuous (fun z : ℂ => Real.exp (-‖z‖ ^ 2)) := by fun_prop
  have hc : Continuous (momentDensity m n) :=
    ((Complex.continuous_conj.pow m).mul (continuous_id.pow n)).mul
      (Complex.continuous_ofReal.comp he)
  refine hr.mono' hc.aestronglyMeasurable (.of_forall fun z => ?_)
  have hn : ‖momentDensity m n z‖ = ‖z‖ ^ (m + n) * Real.exp (-‖z‖ ^ 2) := by
    rw [momentDensity, norm_mul, norm_mul, norm_pow, norm_pow, RCLike.norm_conj,
      Complex.norm_real, Real.norm_eq_abs, Real.abs_exp, pow_add]
  exact hn.le

/-- Moments with different powers of `conj(z)` and `z` vanish. -/
theorem integral_momentDensity_of_ne {m n : ℕ} (h : m ≠ n) :
    ∫ z : ℂ, momentDensity m n z = 0 := by
  have hd : (n : ℝ) - m ≠ 0 := sub_ne_zero.mpr (by exact_mod_cast h.symm)
  obtain ⟨θ, hθ⟩ : ∃ θ : ℝ, ((n : ℝ) - m) * θ = Real.pi :=
    ⟨Real.pi / (n - m), by field_simp⟩
  have hθ' : ((n : ℂ) - m) * θ = Real.pi := by
    rw [← hθ]
    push_cast
    ring
  -- a rotation by this angle multiplies the integrand by -1
  have hphase : conj (Complex.exp (θ * Complex.I)) ^ m * Complex.exp (θ * Complex.I) ^ n
      = -1 := by
    rw [← Complex.exp_conj, ← Complex.exp_nat_mul, ← Complex.exp_nat_mul, ← Complex.exp_add,
      ← Complex.exp_pi_mul_I]
    congr 1
    simp only [map_mul, Complex.conj_ofReal, Complex.conj_I]
    linear_combination Complex.I * hθ'
  have hpt : ∀ z : ℂ, momentDensity m n (rotation (Circle.exp θ) z)
      = -momentDensity m n z := by
    intro z
    rw [rotation_apply, Circle.coe_exp]
    simp only [momentDensity, map_mul, mul_pow, norm_mul, Complex.norm_exp_ofReal_mul_I,
      one_mul]
    linear_combination (conj z ^ m * z ^ n * (Real.exp (-‖z‖ ^ 2) : ℂ)) * hphase
  -- rotations preserve the planar measure
  have hrot := (rotation (Circle.exp θ)).measurePreserving.integral_comp
    (rotation (Circle.exp θ)).toHomeomorph.measurableEmbedding (momentDensity m n)
  simp only [hpt] at hrot
  rw [integral_neg] at hrot
  linear_combination (-1 / 2 : ℂ) * hrot

/-- The integral of `conj(z)^m z^n exp(-|z|²)` over the complex plane is `π n!` when `m = n`
and zero otherwise. -/
theorem integral_momentDensity (m n : ℕ) :
    ∫ z : ℂ, momentDensity m n z = if m = n then (Real.pi : ℂ) * n.factorial else 0 := by
  by_cases h : m = n
  · subst h
    have hz : ∀ z : ℂ, momentDensity m m z
        = ((‖z‖ ^ (2 * m) * Real.exp (-‖z‖ ^ 2) : ℝ) : ℂ) := by
      intro z
      rw [momentDensity, ← mul_pow, Complex.conj_mul']
      push_cast
      ring
    have e : ((2 * m : ℕ) : ℝ) / 2 + 1 = m + 1 := by
      push_cast
      ring
    rw [if_pos rfl]
    simp only [hz]
    rw [integral_complex_ofReal, radial_moment, e, Real.Gamma_nat_eq_factorial,
      Complex.ofReal_mul, Complex.ofReal_natCast]
  · rw [if_neg h, integral_momentDensity_of_ne h]

/-- The number-basis matrix element `⟨m|z⟩⟨z|n⟩` is a Gaussian-weighted monomial divided
by `√m! √n!`. -/
theorem amplitude_mul_conj (m n : ℕ) (z : ℂ) :
    amplitude m z * conj (amplitude n z) = momentDensity n m z /
      ((Real.sqrt (m.factorial : ℝ) : ℂ) * (Real.sqrt (n.factorial : ℝ) : ℂ)) := by
  have he : (Real.exp (-‖z‖ ^ 2 / 2) : ℂ) * (Real.exp (-‖z‖ ^ 2 / 2) : ℂ)
      = (Real.exp (-‖z‖ ^ 2) : ℂ) := by
    rw [← Complex.ofReal_mul, ← Real.exp_add, add_halves]
  simp only [amplitude, momentDensity, map_div₀, map_mul, map_pow, Complex.conj_ofReal]
  rw [← he]
  ring

/-- In the number basis, `(1/π) ∫ |z|^(2k) |z⟩⟨z| d²z` is diagonal with entries
`(n+k)!/n!`. -/
theorem weighted_resolution (k m n : ℕ) :
    (1 / Real.pi : ℂ) * ∫ z : ℂ, (‖z‖ : ℂ) ^ (2 * k) * (amplitude m z * conj (amplitude n z))
      = if m = n then ((n + k).factorial : ℂ) / n.factorial else 0 := by
  have hk : ∀ z : ℂ, (‖z‖ : ℂ) ^ (2 * k) * (amplitude m z * conj (amplitude n z))
      = momentDensity (n + k) (m + k) z /
        ((Real.sqrt (m.factorial : ℝ) : ℂ) * (Real.sqrt (n.factorial : ℝ) : ℂ)) := by
    intro z
    rw [amplitude_mul_conj, pow_mul, ← Complex.conj_mul']
    simp only [momentDensity]
    ring
  simp only [hk]
  rw [integral_div, integral_momentDensity]
  by_cases h : m = n
  · subst h
    have hs : (Real.sqrt (m.factorial : ℝ) : ℂ) * (Real.sqrt (m.factorial : ℝ) : ℂ)
        = m.factorial := by
      rw [← Complex.ofReal_mul, Real.mul_self_sqrt (Nat.cast_nonneg _),
        Complex.ofReal_natCast]
    have hπ : (Real.pi : ℂ) ≠ 0 := Complex.ofReal_ne_zero.mpr Real.pi_ne_zero
    have hf : (m.factorial : ℂ) ≠ 0 := Nat.cast_ne_zero.mpr m.factorial_ne_zero
    rw [if_pos rfl, if_pos rfl, hs]
    field_simp
  · have h' : ¬ n + k = m + k := by omega
    rw [if_neg h, if_neg h', zero_div, mul_zero]

/-- Coherent states resolve the identity on the number basis:
`(1/π) ∫ ⟨m|z⟩⟨z|n⟩ d²z` is one for `m = n` and zero otherwise. -/
theorem resolution_number_basis (m n : ℕ) :
    (1 / Real.pi : ℂ) * ∫ z : ℂ, amplitude m z * conj (amplitude n z)
      = if m = n then 1 else 0 := by
  have hf : (n.factorial : ℂ) ≠ 0 := Nat.cast_ne_zero.mpr n.factorial_ne_zero
  have h := weighted_resolution 0 m n
  simp only [mul_zero, pow_zero, one_mul, add_zero, div_self hf] at h
  exact h

/-- For finite superpositions `φ`, `ψ` of number states,
`(1/π) ∫ ⟨φ|z⟩⟨z|ψ⟩ d²z = ⟨φ|ψ⟩`. -/
theorem resolution_of_identity (φ ψ : ℕ →₀ ℂ) :
    (1 / Real.pi : ℂ) * ∫ z : ℂ, conj (overlap z φ) * overlap z ψ
      = ∑ n ∈ φ.support, conj (φ n) * ψ n := by
  have hexp : ∀ z : ℂ, conj (overlap z φ) * overlap z ψ
      = ∑ m ∈ φ.support, ∑ n ∈ ψ.support,
        (conj (φ m) * ψ n) * (amplitude m z * conj (amplitude n z)) := by
    intro z
    simp only [overlap, map_sum, map_mul, Complex.conj_conj, Finset.sum_mul_sum]
    exact Finset.sum_congr rfl fun m _ => Finset.sum_congr rfl fun n _ => by ring
  have hint : ∀ m n, Integrable (fun z : ℂ => amplitude m z * conj (amplitude n z)) := by
    intro m n
    simp only [amplitude_mul_conj]
    exact (integrable_momentDensity n m).div_const _
  -- exchange the finite sums with the integral
  simp only [hexp]
  rw [integral_finsetSum _ fun m _ => integrable_finsetSum _ fun n _ =>
    (hint m n).const_mul _, Finset.mul_sum]
  refine Finset.sum_congr rfl fun m _ => ?_
  rw [integral_finsetSum _ fun n _ => (hint m n).const_mul _, Finset.mul_sum]
  have hterm : ∀ n, (1 / Real.pi : ℂ) *
      ∫ z : ℂ, (conj (φ m) * ψ n) * (amplitude m z * conj (amplitude n z))
      = if m = n then conj (φ m) * ψ n else 0 := by
    intro n
    rw [integral_const_mul, mul_left_comm, resolution_number_basis, mul_ite, mul_one, mul_zero]
  simp only [hterm, Finset.sum_ite_eq]
  split_ifs with h
  · rfl
  · rw [Finsupp.notMem_support_iff.mp h, mul_zero]

/-- For a finite superposition `ψ` of number states, the Husimi distribution `|⟨z|ψ⟩|²/π`
integrates to the squared norm of `ψ`. -/
theorem husimi_normalization (ψ : ℕ →₀ ℂ) :
    (1 / Real.pi) * ∫ z : ℂ, ‖overlap z ψ‖ ^ 2 = ∑ n ∈ ψ.support, ‖ψ n‖ ^ 2 := by
  have h := resolution_of_identity ψ ψ
  simp only [Complex.conj_mul', ← Complex.ofReal_pow] at h
  rw [integral_complex_ofReal] at h
  exact_mod_cast h

end

end CoherentStateResolution
```

```lean
#print axioms CoherentStateResolution.resolution_number_basis
#print axioms CoherentStateResolution.husimi_normalization
```

```
'CoherentStateResolution.resolution_number_basis' depends on axioms: [propext, Classical.choice, Quot.sound]
'CoherentStateResolution.husimi_normalization' depends on axioms: [propext, Classical.choice, Quot.sound]
```

## From the rotation argument to the finite sums

`radial_moment` takes the planar integral from Mathlib's general formula for $|z|^q e^{-|z|^p}$, with $p=2$ and $q=k$, in place of the polar-coordinate computation.

`integrable_momentDensity` then proves absolute convergence in a slightly indirect way. Lean assigns the value zero to the integral of a non-integrable function. The radial integral equals $\pi\,\Gamma(k/2+1)>0$, so its integrand must be integrable. The moment density is continuous and has exactly this radial function as its norm, so `hr.mono'` transfers integrability to it. The vanishing moments are thus values of convergent integrals.

`integral_momentDensity_of_ne` is the rotation argument. It picks $\theta$ with $(n-m)\theta=\pi$; `hphase` computes the resulting phase factor as $-1$, and `hpt` shows that the rotated integrand is the negative of the original. Because rotations preserve the planar measure, `hrot` becomes $-I_{mn}=I_{mn}$, and the last line solves this for $I_{mn}=0$.

`integral_momentDensity` splits into the two cases. For equal indices it rewrites $\bar z z$ as $|z|^2$, applies `radial_moment` with exponent $2m$, and turns $\Gamma(m+1)$ into $m!$.

`amplitude_mul_conj` combines the two factors $e^{-|z|^2/2}$ and collects the square roots. In `weighted_resolution`, the step `hk` absorbs $|z|^{2k}$ into the powers of $\bar z$ and $z$, giving `momentDensity (n + k) (m + k)`. On the diagonal, the product of the two square roots is $m!$, and $\pi$ cancels. `resolution_number_basis` is the case $k=0$.

For `resolution_of_identity`, `hexp` expands the product of overlaps into a double sum and `hint` supplies the integrability of each term. Two uses of `integral_finsetSum` move the integral inside, and `hterm` evaluates each term with the number-basis result. The Kronecker delta then collapses the inner sum, which runs over the support of $\psi$. If an index $m$ from the support of $\varphi$ is missing there, then $\psi_m=0$, and both sides contribute zero.

Finally, `husimi_normalization` sets $\varphi=\psi$, replaces each product $\bar w w$ by $|w|^2$, and passes from the complex equation to the real one.
